# An error bound for the truncated exponential series of a real number

When a real exponential factor exp(t) in a physical calculation is replaced by the first n terms of its power series, `exp_taylor_error` bounds the error by |t|ⁿ exp(|t|)/n!. The bound holds for every real t and every natural number n, and the terms kept are those of degree 0 to n − 1. The statement assumes no physical model, and the sphere and its uniform measure, defined earlier in the file, play no part in it. The attempt writes the error as the tail of the series and compares it term by term with |t|ⁿ/n! times the series for exp(|t|), using n! m! ≤ (m + n)!.

The failing Lean file:

```lean
import Mathlib

open MeasureTheory
open scoped Pointwise

namespace ExpTaylorError

noncomputable section

/-- Three-dimensional Euclidean space. -/
abbrev Space : Type := EuclideanSpace ℝ (Fin 3)

/-- The unit sphere of directions. -/
abbrev Sphere : Type := Metric.sphere (0 : Space) 1

/-- The surface measure of the unit sphere, divided by the total area. -/
def uniform : Measure Sphere :=
  ((volume : Measure Space).toSphere Set.univ)⁻¹ • (volume : Measure Space).toSphere

/-- The uniform measure on the sphere has total mass one. -/
instance uniform_isProbability : IsProbabilityMeasure uniform := by
  have h : (volume : Measure Space).toSphere Set.univ ≠ 0 := by
    rw [Measure.toSphere_apply_univ, finrank_euclideanSpace_fin]
    exact mul_ne_zero (by norm_num) (Metric.measure_ball_pos volume (0 : Space) one_pos).ne'
  constructor
  rw [uniform, Measure.smul_apply, smul_eq_mul]
  exact ENNReal.inv_mul_cancel h (measure_ne_top _ _)

/-- The Taylor polynomial of the exponential with `n` terms has error at most
`|t|^n exp |t| / n!`. -/
theorem exp_taylor_error (t : ℝ) (n : ℕ) :
    |Real.exp t - ∑ m ∈ Finset.range n, t ^ m / (m.factorial : ℝ)|
      ≤ |t| ^ n / (n.factorial : ℝ) * Real.exp |t| := by
  have hs := Real.summable_pow_div_factorial
  have he : ∀ s : ℝ, Real.exp s = ∑' m : ℕ, s ^ m / (m.factorial : ℝ) := fun s => by
    rw [Real.exp_eq_exp_ℝ, NormedSpace.exp_eq_tsum_div]
  have h1 : ∑ m ∈ Finset.range n, t ^ m / (m.factorial : ℝ)
      + ∑' m : ℕ, t ^ (m + n) / ((m + n).factorial : ℝ)
      = ∑' m : ℕ, t ^ m / (m.factorial : ℝ) := (hs t).sum_add_tsum_nat_add n
  have h2 : Real.exp t - ∑ m ∈ Finset.range n, t ^ m / (m.factorial : ℝ)
      = ∑' m : ℕ, t ^ (m + n) / ((m + n).factorial : ℝ) := by
    rw [he t, ← h1, add_sub_cancel_left]
  have hg : HasSum (fun m : ℕ => |t| ^ n / (n.factorial : ℝ) * (|t| ^ m / (m.factorial : ℝ)))
      (|t| ^ n / (n.factorial : ℝ) * Real.exp |t|) := by
    rw [he |t|]
    exact (hs |t|).hasSum.mul_left _
  rw [h2]
  -- compare the tail term by term, using n! m! ≤ (m + n)!
  refine tsum_of_norm_bounded hg fun m => ?_
  have hfac : n.factorial * m.factorial ≤ (m + n).factorial := by
    rw [add_comm m n]
    exact Nat.le_of_dvd (Nat.factorial_pos _) (Nat.factorial_mul_factorial_dvd_factorial_add n m)
  rw [Real.norm_eq_abs, abs_div, abs_pow, Nat.abs_cast, div_mul_div_comm, ← pow_add,
    add_comm n m]
  exact div_le_div_of_nonneg_left (by positivity) (by positivity) (by exact_mod_cast hfac)

end

end ExpTaylorError
```

Compiling this gives:

```
Main.lean:49:9: error: typeclass instance problem is stuck
  SeminormedAddCommGroup ?m.255

Note: Lean will not try to resolve this typeclass instance problem because the type argument to `SeminormedAddCommGroup` is a metavariable. This argument must be fully determined before Lean will try to resolve the typeclass.

Hint: Adding type annotations and supplying implicit arguments to functions can give Lean more information for typeclass resolution. For example, if you have a variable `x` that you intend to be a `Nat`, but Lean reports it as having an unresolved type like `?m`, replacing `x` with `(x : Nat)` can get typeclass resolution un-stuck.
```

Cause. The one error falls on `tsum_of_norm_bounded`. Lean needs a `SeminormedAddCommGroup` instance for the type in which the series takes its values, but that type is still the unknown `?m.255`, so it does not begin the search.

The lemma concludes with a bound on a norm, `‖∑' …‖`, whereas after `rw [h2]` the goal bounds an absolute value, `|∑' …|`. On ℝ the two are equal, but they are written with different functions, and Lean did not get from one to the other while the type was unknown. Nor does `hg` settle it, since it concerns only the real bounding series.

The repair rewrites the absolute value as a norm with `← Real.norm_eq_abs`. The goal then has the lemma's form, and the type can be read off as ℝ. Giving the tail sum explicitly confines the rewrite to that absolute value and leaves each `|t|` in the bound alone.

The added `change` only writes out the termwise inequality left to prove. No message calls for it, so on this evidence it is tidying.

The mended proof, as a diff:

```diff
@@ -45,7 +45,9 @@
     rw [he |t|]
     exact (hs |t|).hasSum.mul_left _
-  rw [h2]
+  rw [h2, ← Real.norm_eq_abs (∑' m : ℕ, t ^ (m + n) / ((m + n).factorial : ℝ))]
   -- compare the tail term by term, using n! m! ≤ (m + n)!
   refine tsum_of_norm_bounded hg fun m => ?_
+  change ‖t ^ (m + n) / ((m + n).factorial : ℝ)‖
+    ≤ |t| ^ n / (n.factorial : ℝ) * (|t| ^ m / (m.factorial : ℝ))
   have hfac : n.factorial * m.factorial ≤ (m + n).factorial := by
     rw [add_comm m n]
```
